# Thomson–Dirichlet duality on a finite connected network with zero total charge

Place charges $q_x$ with $\sum_x q_x=0$ on the vertices of a finite connected network whose edges $e$ have permittivities $c_e>0$. The least electrostatic energy of a flux $f$ that obeys Gauss's law equals the greatest value of a functional of the potential $u$:

$$\min_{\operatorname{div} f=q}\sum_e\frac{f_e^2}{2c_e}=\max_u\Big[\sum_x u_xq_x-\tfrac12\sum_e c_e(\Delta u)_e^2\Big].$$

Here $(\Delta u)_e=u_{s(e)}-u_{t(e)}$ is the potential drop from the source $s(e)$ to the target $t(e)$ of the edge, not a Laplacian, and $(\operatorname{div} f)_x$ is the net outflow at $x$. Any trial flux that obeys Gauss's law therefore bounds this least energy from above, and any trial potential bounds it from below. For a grid Poisson solver with fixed charges in a finite, linear dielectric model, the difference between two such bounds limits the error of either one as an estimate of the discrete problem's energy.

## Completing the square and solving Poisson's equation

Write $W(f)$ and $D(u)$ for the two functionals. Each edge contributes $+f_e$ to the outflow at its source and $-f_e$ at its target, so

$$\sum_x u_x(\operatorname{div} f)_x=\sum_e f_e(\Delta u)_e .$$

Taking $u=1$ shows that every divergence sums to zero. If $\operatorname{div} f=q$, the same identity gives

$$W(f)-D(u)=\sum_e\Big[\frac{f_e^2}{2c_e}-f_e(\Delta u)_e+\frac{c_e(\Delta u)_e^2}{2}\Big]=\sum_e\frac{(f_e-c_e(\Delta u)_e)^2}{2c_e}\ge0,$$

with equality exactly when $f_e=c_e(\Delta u)_e$ on every edge. It remains to find a potential whose displacement $c\,\Delta u$ has divergence $q$.

Let $Au=\operatorname{div}(c\,\Delta u)$. If $Au=0$, then $0=\sum_x u_x(Au)_x=\sum_e c_e(\Delta u)_e^2$, so every drop vanishes and, by connectedness, $u$ is constant. Now define $(Lu)_x=(Au)_x+\sum_y u_y$. With $n$ vertices, summing over $x$ gives $\sum_x(Lu)_x=n\sum_y u_y$.

- If $Lu=0$, then $\sum_y u_y=0$, hence $Au=0$. So $u$ is constant with zero sum, and $u=0$. Thus $L$ is injective and, in finite dimension, surjective.
- Solve $Lu=q$. Neutrality gives $\sum_y u_y=0$, so $Au=q$.

For this $u$, the flux $c\,\Delta u$ is admissible and closes the gap, so both optima are attained. Since $\sum_x u_xq_x=\sum_e c_e(\Delta u)_e^2$, their common value is $\tfrac12\sum_x u_xq_x$.

## The network and its two functionals in Lean

```lean
import Mathlib

open Finset

namespace ThomsonDirichlet

noncomputable section
```

`V` and `E` are the types of vertices and edges. Parallel edges and loops are allowed.

```lean
/-- A dielectric network: oriented edges `E` between vertices `V`, each edge carrying a
positive permittivity. -/
structure Network (V E : Type*) where
  src : E → V
  tgt : E → V
  perm : E → ℝ
  perm_pos : ∀ e, 0 < perm e
```

On a grid, `perm e` is the permittivity times face area divided by edge length, which a textbook would call a capacitance. Its positivity stands for a stable linear medium, in which every nonzero flux costs energy.

```lean
namespace Network

variable {V E : Type*} [Fintype V] [Fintype E] [DecidableEq V] (N : Network V E)

/-- Any two vertices are joined by a path of edges, traversed in either direction. -/
def Connected : Prop :=
  ∀ x y, Relation.ReflTransGen
    (fun a b => ∃ e, (N.src e = a ∧ N.tgt e = b) ∨ (N.src e = b ∧ N.tgt e = a)) x y
```

`Connected` ignores the orientation of edges, which only fixes the signs of fluxes and potential drops.

```lean
/-- The signed incidence matrix: `+1` where an edge starts, `-1` where it ends, and `0` for
a loop. -/
def incidence (x : V) (e : E) : ℝ :=
  (if N.src e = x then 1 else 0) - (if N.tgt e = x then 1 else 0)

/-- The divergence of a flux: the net outflow at each vertex. -/
def divergence (f : E → ℝ) (x : V) : ℝ := ∑ e, N.incidence x e * f e
```

The condition `N.divergence f = q` is Gauss's law at every vertex. No flux leaves the network, hence the neutrality requirement.

```lean
/-- The potential drop along an edge. -/
def drop (u : V → ℝ) (e : E) : ℝ := u (N.src e) - u (N.tgt e)

/-- The displacement flux of a potential: permittivity times potential drop. -/
def displacement (u : V → ℝ) (e : E) : ℝ := N.perm e * N.drop u e

/-- Thomson's energy of a flux, `∑ f² / (2 c)`. -/
def fluxEnergy (f : E → ℝ) : ℝ := ∑ e, f e ^ 2 / (2 * N.perm e)

/-- Dirichlet's functional of a potential, `⟨u, q⟩ - ½ ∑ c (drop u)²`. -/
def dirichlet (q u : V → ℝ) : ℝ :=
  ∑ x, u x * q x - 1 / 2 * ∑ e, N.perm e * N.drop u e ^ 2
```

Dirichlet's principle is often stated with potentials fixed on a boundary; in `dirichlet` the charges are fixed and `u` is free.

## The gap identity

Summation by parts exchanges the vertex and edge sums, then evaluates the incidence matrix.

```lean
/-- Summation by parts: pairing a potential with the divergence of a flux equals pairing
the flux with the potential drops. -/
theorem sum_mul_divergence (u : V → ℝ) (f : E → ℝ) :
    ∑ x, u x * N.divergence f x = ∑ e, f e * N.drop u e := by
  simp only [divergence, incidence, drop, Finset.mul_sum]
  rw [Finset.sum_comm]
  refine Finset.sum_congr rfl fun e _ => ?_
  simp only [sub_mul, mul_sub, ite_mul, mul_ite, one_mul, zero_mul, mul_zero,
    Finset.sum_sub_distrib, Finset.sum_ite_eq, Finset.mem_univ, if_true]
  ring

/-- The divergence of any flux sums to zero over the network. -/
theorem sum_divergence (f : E → ℝ) : ∑ x, N.divergence f x = 0 := by
  have h := N.sum_mul_divergence (fun _ => 1) f
  simpa [drop] using h
```

After substituting $q=\operatorname{div} f$, the gap is compared edge by edge; `field_simp` and `ring` complete the square.

```lean
/-- The duality gap between a flux with divergence `q` and any potential is the energy of
the difference between the flux and the displacement of the potential. -/
theorem duality_gap {q : V → ℝ} {f : E → ℝ} (hf : N.divergence f = q) (u : V → ℝ) :
    N.fluxEnergy f - N.dirichlet q u = N.fluxEnergy (fun e => f e - N.displacement u e) := by
  subst hf
  unfold fluxEnergy dirichlet
  rw [sum_mul_divergence, Finset.mul_sum, ← Finset.sum_sub_distrib, ← Finset.sum_sub_distrib]
  refine Finset.sum_congr rfl fun e _ => ?_
  have hc := (N.perm_pos e).ne'
  simp only [displacement]
  field_simp
  ring
```

Nonnegativity of the squares gives the bound, and their vanishing gives the equality case.

```lean
/-- Weak duality: Dirichlet's functional never exceeds the energy of a flux with
divergence `q`. -/
theorem weak_duality {q : V → ℝ} {f : E → ℝ} (hf : N.divergence f = q) (u : V → ℝ) :
    N.dirichlet q u ≤ N.fluxEnergy f := by
  have h : 0 ≤ N.fluxEnergy (fun e => f e - N.displacement u e) :=
    Finset.sum_nonneg fun e _ =>
      div_nonneg (sq_nonneg _) (by linarith [N.perm_pos e])
  linarith [N.duality_gap hf u]

/-- For a flux with divergence `q`, the two functionals agree exactly when the flux is the
displacement of the potential. -/
theorem energy_eq_iff {q : V → ℝ} {f : E → ℝ} (hf : N.divergence f = q) (u : V → ℝ) :
    N.fluxEnergy f = N.dirichlet q u ↔ f = N.displacement u := by
  rw [← sub_eq_zero, N.duality_gap hf u]
  constructor
  · intro h
    unfold fluxEnergy at h
    have h0 := (Finset.sum_eq_zero_iff_of_nonneg (fun e _ =>
      div_nonneg (sq_nonneg _) (by linarith [N.perm_pos e]))).mp h
    funext e
    rcases div_eq_zero_iff.mp (h0 e (Finset.mem_univ e)) with h1 | h1
    · exact sub_eq_zero.mp (pow_eq_zero_iff two_ne_zero |>.mp h1)
    · linarith [N.perm_pos e]
  · intro h
    simp [fluxEnergy, h]
```

## Solvability for neutral charges

The vanishing field energy makes each drop zero (`hd`); induction along a path carries the equality from vertex to vertex.

```lean
/-- On a connected network, a potential whose displacement has zero divergence is constant. -/
theorem constant_of_divergence_zero (hN : N.Connected) {u : V → ℝ}
    (hu : ∀ x, N.divergence (N.displacement u) x = 0) (x y : V) : u x = u y := by
  have h := N.sum_mul_divergence u (N.displacement u)
  simp only [hu, mul_zero, Finset.sum_const_zero] at h
  have hnn : ∀ e ∈ (Finset.univ : Finset E), 0 ≤ N.displacement u e * N.drop u e := by
    intro e _
    have h1 := mul_nonneg (N.perm_pos e).le (mul_self_nonneg (N.drop u e))
    simp only [displacement]
    linarith
  -- the field energy vanishes, so there is no potential drop on any edge
  have hd : ∀ e, u (N.src e) - u (N.tgt e) = 0 := by
    intro e
    have h1 := (Finset.sum_eq_zero_iff_of_nonneg hnn).mp h.symm e (Finset.mem_univ e)
    simp only [displacement, mul_assoc] at h1
    exact mul_self_eq_zero.mp ((mul_eq_zero.mp h1).resolve_left (N.perm_pos e).ne')
  have hxy := hN x y
  induction hxy with
  | refl => rfl
  | tail _ hbc ih =>
    obtain ⟨e, ⟨h1, h2⟩ | ⟨h1, h2⟩⟩ := hbc
    all_goals
      have h3 := hd e
      rw [h1, h2] at h3
      linarith
```

In the next proof `L` is the operator $L$ above. The auxiliary fact `key` says that $Lu=g$ with $\sum_x g_x=0$ forces $\sum_x u_x=0$. It serves first for injectivity, then to remove the added term.

```lean
/-- On a connected network the Poisson equation has a solution exactly when the total
charge vanishes. -/
theorem poisson_solvable_iff [Nonempty V] (hN : N.Connected) (q : V → ℝ) :
    (∃ u, N.divergence (N.displacement u) = q) ↔ ∑ x, q x = 0 := by
  constructor
  · rintro ⟨u, rfl⟩
    exact N.sum_divergence _
  intro hq
  -- the Laplacian plus the total-sum operator
  let L : (V → ℝ) →ₗ[ℝ] (V → ℝ) :=
    { toFun := fun u x => N.divergence (N.displacement u) x + ∑ y, u y
      map_add' := by
        intro u v
        funext x
        simp only [divergence, displacement, drop, Pi.add_apply, mul_add, mul_sub,
          Finset.sum_add_distrib, Finset.sum_sub_distrib]
        ring
      map_smul' := by
        intro a u
        funext x
        simp only [divergence, displacement, drop, Pi.smul_apply, smul_eq_mul,
          RingHom.id_apply, mul_add, Finset.mul_sum]
        congr 1
        exact Finset.sum_congr rfl fun e _ => by ring }
  have key : ∀ u g : V → ℝ, L u = g → ∑ x, g x = 0 → ∑ x, u x = 0 := by
    intro u g hu hg
    have h : ∑ x, (N.divergence (N.displacement u) x + ∑ y, u y) = ∑ x, g x :=
      Finset.sum_congr rfl fun x _ => congrFun hu x
    rw [Finset.sum_add_distrib, sum_divergence, hg, Finset.sum_const, Finset.card_univ,
      nsmul_eq_mul, zero_add] at h
    exact (mul_eq_zero.mp h).resolve_left (Nat.cast_ne_zero.mpr Fintype.card_ne_zero)
  have hinj : Function.Injective L := by
    refine (injective_iff_map_eq_zero L).mpr fun u hu => ?_
    have hs := key u 0 hu (by simp)
    have h0 : ∀ x, N.divergence (N.displacement u) x = 0 := by
      intro x
      have h : N.divergence (N.displacement u) x + ∑ y, u y = 0 := congrFun hu x
      linarith
    funext x
    -- a constant potential with zero sum vanishes
    have hc : ∑ y, u y = ∑ _y : V, u x :=
      Finset.sum_congr rfl fun y _ => N.constant_of_divergence_zero hN h0 y x
    rw [hs, Finset.sum_const, Finset.card_univ, nsmul_eq_mul] at hc
    exact (mul_eq_zero.mp hc.symm).resolve_left (Nat.cast_ne_zero.mpr Fintype.card_ne_zero)
  obtain ⟨u, hu⟩ := LinearMap.injective_iff_surjective.mp hinj q
  refine ⟨u, funext fun x => ?_⟩
  have h : N.divergence (N.displacement u) x + ∑ y, u y = q x := congrFun hu x
  linarith [key u q hu hq]
```

## Both optima attained

`IsLeast` says that a number belongs to a set and bounds it from below; `IsGreatest` is the analogue from above. The sets are the energies of admissible fluxes and the values of `dirichlet` over all potentials.

```lean
/-- If `u` solves the Poisson equation with charges `q`, then `½ ⟨u, q⟩` is both the least
flux energy at divergence `q` and the greatest value of Dirichlet's functional. -/
theorem optimum_of_poisson {q u : V → ℝ} (hu : N.divergence (N.displacement u) = q) :
    IsLeast (N.fluxEnergy '' {f | N.divergence f = q}) (1 / 2 * ∑ x, u x * q x) ∧
    IsGreatest (Set.range (N.dirichlet q)) (1 / 2 * ∑ x, u x * q x) := by
  have hE := (N.energy_eq_iff hu u).mpr rfl
  have hv : N.dirichlet q u = 1 / 2 * ∑ x, u x * q x := by
    have h := N.sum_mul_divergence u (N.displacement u)
    rw [hu] at h
    have h2 : ∑ e, N.displacement u e * N.drop u e = ∑ e, N.perm e * N.drop u e ^ 2 :=
      Finset.sum_congr rfl fun e _ => by simp only [displacement]; ring
    unfold dirichlet
    linarith
  rw [← hv]
  refine ⟨⟨⟨N.displacement u, hu, hE⟩, ?_⟩, ⟨⟨u, rfl⟩, ?_⟩⟩
  · rintro _ ⟨f, hf, rfl⟩
    exact N.weak_duality hf u
  · rintro _ ⟨v, rfl⟩
    rw [← hE]
    exact N.weak_duality hu v
```

The final theorem supplies the Poisson solution: for a connected network with at least one vertex and neutral `q`, a single number `m` is both the minimum and the maximum.

```lean
/-- Thomson-Dirichlet duality: on a connected network with charges summing to zero, the
minimum flux energy at divergence `q` equals the maximum of Dirichlet's functional, and both
are attained. -/
theorem thomson_dirichlet_duality [Nonempty V] (hN : N.Connected) {q : V → ℝ}
    (hq : ∑ x, q x = 0) :
    ∃ m, IsLeast (N.fluxEnergy '' {f | N.divergence f = q}) m ∧
      IsGreatest (Set.range (N.dirichlet q)) m := by
  obtain ⟨u, hu⟩ := (N.poisson_solvable_iff hN q).mpr hq
  exact ⟨_, N.optimum_of_poisson hu⟩

end Network

end

end ThomsonDirichlet
```

```lean
#print axioms ThomsonDirichlet.Network.thomson_dirichlet_duality
```

```
'ThomsonDirichlet.Network.thomson_dirichlet_duality' depends on axioms: [propext, Classical.choice, Quot.sound]
```

Passing to a continuous dielectric would require a separate convergence argument as the grid is refined.

## Uniqueness of the optimisers

The gap identity also yields a neighbouring result, argued here in prose without a Lean theorem of its own. Let $u$ solve Poisson's equation. A minimising flux $f$ has $W(f)=D(u)$, so $f=c\,\Delta u$: the optimal flux is unique. A maximising potential $v$ likewise satisfies $c\,\Delta v=c\,\Delta u$, so, by connectedness, $v$ and $u$ differ by a constant.
